# The Crank–Nicolson step of a linear Hamiltonian system with constant coefficients is symplectic whenever it is uniquely solvable

After a long, correctly coded Crank–Nicolson run of a linear Hamiltonian system with constant coefficients, one can compare the quadratic energy at the end with its initial value and attribute any drift to rounding or to the linear solver. That reading relies on the exact step conserving the energy at any step size for which its linear equation has a unique solution. The same algebra shows that the step is symplectic.

Let \(z\) be the vector of phase-space coordinates and let \(\dot z=Az\) with a constant square matrix \(A\). For a time step \(\tau\), write \(s=\tau/2\) and

\[
M=1-sA,\qquad P=1+sA,\qquad C=M^{-1}P .
\]

The matrix \(C\) is the Cayley step. A matrix \(J\) defines the bilinear form \(u^TJv\), and \(C\) preserves this form when \(C^TJC=J\). If \(J\) is antisymmetric and invertible, this says that \(C\) is symplectic.

In the code, `K` is the field of matrix entries, with \(\mathbb R\) as the usual choice, and `n` is a finite index set for the coordinates. Transposition is never combined with complex conjugation. `cayleyStep τ A` is \(C\).

```lean
import Mathlib

open Matrix

namespace CayleySymplectic

noncomputable section

variable {K n : Type*} [Field K] [Fintype n] [DecidableEq n]

/-- The Cayley (Crank-Nicolson) update matrix with time step `τ` for the linear
system `z' = A z`. -/
def cayleyStep (τ : K) (A : Matrix n n K) : Matrix n n K :=
  (1 - (τ / 2) • A)⁻¹ * (1 + (τ / 2) • A)
```

The hypotheses are taken below in the order in which the derivation needs them. The counter-examples that accompany them are worked by hand, except for the explicit Euler comparison at the end, which is a theorem in the file.

## The backward half step is invertible

The hypothesis `IsUnit (1 - (τ / 2) • A)` says that \(M\) has an inverse. Physically, the implicit equation for the new state has exactly one solution for every old state.

By hand, invertibility is used first to move \(M\) past \(C\). The factors commute, since \(PM=1-s^2A^2=MP\), and therefore

\[
CM=M^{-1}PM=M^{-1}MP=P .
\]

`cayleyStep_mul` is this identity. Its proof gets the commutation from `noncomm_ring` and then cancels \(M^{-1}M\).

```lean
/-- If the backward half step `1 - τA/2` is invertible, the Cayley step carries it into the forward
half step `1 + τA/2`. -/
theorem cayleyStep_mul {τ : K} {A : Matrix n n K} (h : IsUnit (1 - (τ / 2) • A)) :
    cayleyStep τ A * (1 - (τ / 2) • A) = 1 + (τ / 2) • A := by
  unfold cayleyStep
  generalize (τ / 2) • A = a at *
  -- the two half steps commute
  have hc : (1 + a) * (1 - a) = (1 - a) * (1 + a) := by noncomm_ring
  rw [mul_assoc, hc, ← mul_assoc,
    Matrix.nonsing_inv_mul _ ((Matrix.isUnit_iff_isUnit_det _).1 h), one_mul]
```

The same hypothesis identifies the Cayley step with the implicit midpoint rule, which for a linear system with constant coefficients is Crank–Nicolson. For an old state \(x\) and a new state \(y\),

\[
y=Cx\iff My=Px\iff y-sAy=x+sAx\iff y=x+\tau A\,\frac{x+y}{2}.
\]

The first equivalence multiplies by \(M\) in one direction and by \(M^{-1}\) in the other, which is the intermediate statement `h1` in the proof. The remaining rearrangement is linear, and `linear_combination` carries it out.

```lean
/-- If `1 - τA/2` is invertible, a new state `y` is the Cayley step of `x` exactly when it solves
the implicit midpoint equation `y = x + τ A (x + y)/2`. -/
theorem eq_cayleyStep_iff_midpoint {τ : K} {A : Matrix n n K}
    (h : IsUnit (1 - (τ / 2) • A)) (x y : n → K) :
    y = cayleyStep τ A *ᵥ x ↔ y = x + (τ / 2) • (A *ᵥ (x + y)) := by
  have hd := (Matrix.isUnit_iff_isUnit_det _).1 h
  -- both sides say that the backward half step of `y` is the forward half step of `x`
  have h1 : y = cayleyStep τ A *ᵥ x ↔
      (1 - (τ / 2) • A) *ᵥ y = (1 + (τ / 2) • A) *ᵥ x := by
    unfold cayleyStep
    constructor
    · intro e
      rw [e, Matrix.mulVec_mulVec, ← mul_assoc, Matrix.mul_nonsing_inv _ hd, one_mul]
    · intro e
      rw [← Matrix.mulVec_mulVec, ← e, Matrix.mulVec_mulVec,
        Matrix.nonsing_inv_mul _ hd, Matrix.one_mulVec]
  rw [h1]
  simp only [Matrix.sub_mulVec, Matrix.add_mulVec, Matrix.one_mulVec, Matrix.smul_mulVec,
    Matrix.mulVec_add, smul_add]
  constructor
  · intro e
    linear_combination (norm := module) e
  · intro e
    linear_combination (norm := module) e
```

Without invertibility the step can fail even for a Hamiltonian system. Take \(\dot q=q\), \(\dot p=-p\), with energy \(qp\), and \(\tau=2\). The midpoint equation for the position reads \(y_q=x_q+(x_q+y_q)\), or \(x_q=0\). There is no new state if the old position is nonzero, and there are infinitely many if it is zero. Lean's matrix inverse returns zero for a singular matrix, so `cayleyStep` would then be the zero matrix and would not preserve the symplectic form.

## The generator satisfies \(A^TJ+JA=0\)

This is the condition that the exact flow preserves \(J\). Along two solutions \(u(t)\) and \(v(t)\),

\[
\frac{d}{dt}\,u^TJv=u^T(A^TJ+JA)v ,
\]

which vanishes for all \(u\) and \(v\) exactly when \(A^TJ+JA=0\).

For the discrete step, expand the form after each half step:

\[
\begin{aligned}
P^TJP&=J+s(A^TJ+JA)+s^2A^TJA,\\
M^TJM&=J-s(A^TJ+JA)+s^2A^TJA.
\end{aligned}
\]

The quadratic terms agree, so subtraction leaves

\[
P^TJP-M^TJM=2s(A^TJ+JA).
\]

`half_step_defect` states this for any \(s\), with no assumption on \(A\) or \(J\). The proof expands both products and lets `abel` cancel the equal terms.

```lean
/-- The forms obtained from `J` by a forward and a backward Euler-type step of size `s` differ
by `2s (AᵀJ + JA)`. -/
theorem half_step_defect (s : K) (A J : Matrix n n K) :
    (1 + s • A)ᵀ * J * (1 + s • A) - (1 - s • A)ᵀ * J * (1 - s • A)
      = (2 * s) • (Aᵀ * J + J * A) := by
  simp only [Matrix.transpose_add, Matrix.transpose_sub, Matrix.transpose_one,
    Matrix.transpose_smul, two_mul, add_smul, smul_add, add_mul, sub_mul, mul_add, mul_sub,
    one_mul, mul_one, Matrix.smul_mul, Matrix.mul_smul]
  abel
```

Now insert \(P=CM\):

\[
M^T(C^TJC-J)M=2s(A^TJ+JA).
\]

Since \(M\) and \(M^T\) are invertible, the left side vanishes exactly when \(C^TJC=J\). This is the second use of the invertibility of \(M\).

`cayleyStep_preserves_iff_defect` follows the same route. It obtains the invertibility of \(M^T\) from \(\det M^T=\det M\), rewrites the defect as a difference of two forms, replaces \(P\) by \(CM\), and cancels \(M\) on the right and \(M^T\) on the left.

```lean
/-- If `1 - τA/2` is invertible, the Cayley step preserves the form `J` exactly when the defect
`2(τ/2)(AᵀJ + JA)` of the two half steps vanishes. -/
theorem cayleyStep_preserves_iff_defect {τ : K} {A : Matrix n n K} (J : Matrix n n K)
    (h : IsUnit (1 - (τ / 2) • A)) :
    (cayleyStep τ A)ᵀ * J * cayleyStep τ A = J ↔
      (2 * (τ / 2)) • (Aᵀ * J + J * A) = 0 := by
  have ht : IsUnit (1 - (τ / 2) • A)ᵀ := by
    rw [Matrix.isUnit_iff_isUnit_det, Matrix.det_transpose]
    exact (Matrix.isUnit_iff_isUnit_det _).1 h
  rw [← half_step_defect, sub_eq_zero, ← cayleyStep_mul h]
  generalize cayleyStep τ A = C
  generalize 1 - (τ / 2) • A = M at *
  have e : (C * M)ᵀ * J * (C * M) = Mᵀ * ((Cᵀ * J * C) * M) := by
    rw [Matrix.transpose_mul]
    simp only [mul_assoc]
  rw [e, mul_assoc Mᵀ J M]
  constructor
  · intro hC
    rw [hC]
  · intro hM
    -- cancel the invertible half step on both sides
    exact h.mul_right_cancel (ht.mul_left_cancel hM)
```

Damping breaks the generator condition. Let \(\dot q=p\), \(\dot p=-q-\gamma p\) with \(\gamma>0\), and let

\[
J=\begin{pmatrix}0&-1\\1&0\end{pmatrix}.
\]

Then \(A^TJ+JA=-\gamma J\neq0\). For \(2\times2\) matrices \(C^TJC=(\det C)\,J\), and here

\[
\det C=\frac{1-s\gamma+s^2}{1+s\gamma+s^2}.
\]

With \(\gamma=1\) and \(\tau=2\), one step shrinks phase-space area to one third.

## The time step is nonzero, and so is two

The number 2 is nonzero in every field used for physical coordinates. The assumption `h2` matters only because the theorem allows a general field, and in characteristic 2 there is no half step. The assumption `hτ` says that time actually advances.

By hand, both enter when the factor \(2s=\tau\) is divided out of \(2s(A^TJ+JA)=0\). The result is

\[
C^TJC=J\iff A^TJ+JA=0 .
\]

In Lean, `smul_eq_zero` says that either the scalar or the matrix vanishes, and `h2` and `hτ` exclude the scalar.

```lean
/-- If `2 ≠ 0`, `τ ≠ 0` and `1 - τA/2` is invertible, the Cayley step preserves the form `J` if and
only if the generator satisfies `AᵀJ + JA = 0`. -/
theorem cayleyStep_symplectic_iff (h2 : (2 : K) ≠ 0) {τ : K} (hτ : τ ≠ 0)
    {A : Matrix n n K} (J : Matrix n n K) (h : IsUnit (1 - (τ / 2) • A)) :
    (cayleyStep τ A)ᵀ * J * cayleyStep τ A = J ↔ Aᵀ * J + J * A = 0 := by
  rw [cayleyStep_preserves_iff_defect J h, smul_eq_zero,
    or_iff_right (mul_ne_zero h2 (div_ne_zero hτ h2))]
```

The theorem `cayleyStep_symplectic_iff` holds for every matrix \(J\), so the word "symplectic" in its name describes the intended use. The direction from the generator to the step doesn't need \(\tau\neq0\), but the converse does. At \(\tau=0\) the step is the identity and preserves every form, including \(J=1\) for the one-dimensional growth equation \(\dot z=z\), where \(A^TJ+JA=2\).

Taking \(J=1\) in the same theorem gives a criterion for conservation of the Euclidean norm, \(A^T+A=0\). For a Schrödinger equation in a finite orthonormal basis with a constant real symmetric Hamiltonian matrix, the real and imaginary parts of the coefficients form a real linear system that meets this condition, so Crank–Nicolson conserves the norm of the wavefunction.

## The form is antisymmetric and the energy matrix is symmetric

A linear Hamiltonian system is written here as \(J\dot z=Sz\), with energy \(\tfrac12z^TSz\). The hypotheses are \(J^T=-J\), \(S^T=S\) and \(JA=S\), named `hJ`, `hS` and `hA`. The first is the antisymmetry of the symplectic form. The second makes \(S\) the matrix of second derivatives of the energy, and the third is the equation of motion. Invertibility of \(J\) belongs to the usual definition of a symplectic form, but the theorem doesn't require it.

By hand, transpose \(JA=S\):

\[
S=S^T=A^TJ^T=-A^TJ .
\]

Thus \(A^TJ=-S\), and \(A^TJ+JA=-S+S=0\). The energy matrix satisfies the same condition:

\[
A^TS=A^TJA=-SA,\qquad\text{so}\qquad A^TS+SA=0 .
\]

The Cayley step therefore preserves both \(J\) and \(S\).

To pass from one step to \(N\), suppose that \(C^TBC=B\). The case \(N=0\) is immediate, and if \(k\) steps preserve \(B\), then

\[
(C^{k+1})^TBC^{k+1}=C^T\big((C^k)^TBC^k\big)C=C^TBC=B .
\]

`pow_preserves` is this induction.

```lean
/-- If one step `C` preserves a bilinear form `B`, then so do `N` steps. -/
theorem pow_preserves {C B : Matrix n n K} (h : Cᵀ * B * C = B) (N : ℕ) :
    (C ^ N)ᵀ * B * C ^ N = B := by
  induction N with
  | zero => simp
  | succ k ih =>
    calc (C ^ (k + 1))ᵀ * B * C ^ (k + 1)
        = Cᵀ * ((C ^ k)ᵀ * B * C ^ k) * C := by
          rw [pow_succ, Matrix.transpose_mul]
          simp only [mul_assoc]
      _ = B := by rw [ih, h]
```

With \(D=C^N\), preservation of \(S\) gives the energy statement for every initial state \(x\):

\[
(Dx)^TS(Dx)=x^TD^TSDx=x^TSx .
\]

In `hamiltonian_steps`, the intermediate results `hJA` and `hSA` are the two generator conditions, and `pJ` and `pS` are their consequences for \(N\) steps. The final rewriting turns the matrix identity for \(S\) into an identity of dot products. The theorem omits the factor \(\tfrac12\) from the energy, which makes no difference to conservation.

```lean
/-- For a linear Hamiltonian system `J z' = S z` with antisymmetric `J` and symmetric `S`, any
number of Cayley steps preserves the form `J` and the quadratic energy `zᵀSz`, provided that `1 -
τA/2` is invertible. -/
theorem hamiltonian_steps {τ : K} {A J S : Matrix n n K} (hJ : Jᵀ = -J) (hS : Sᵀ = S)
    (hA : J * A = S) (h : IsUnit (1 - (τ / 2) • A)) (N : ℕ) :
    (cayleyStep τ A ^ N)ᵀ * J * cayleyStep τ A ^ N = J ∧
      ∀ x : n → K, (cayleyStep τ A ^ N *ᵥ x) ⬝ᵥ (S *ᵥ (cayleyStep τ A ^ N *ᵥ x))
        = x ⬝ᵥ (S *ᵥ x) := by
  -- transposing `J A = S` gives `Aᵀ J = -S`
  have h1 : Aᵀ * J = -S := by
    have e : (J * A)ᵀ = Sᵀ := by rw [hA]
    rw [Matrix.transpose_mul, hJ, hS, mul_neg] at e
    rw [← e, neg_neg]
  have hJA : Aᵀ * J + J * A = 0 := by rw [h1, hA, neg_add_cancel]
  -- the energy form obeys the same infinitesimal condition
  have hSA : Aᵀ * S + S * A = 0 := by
    have e : Aᵀ * S = -(S * A) := by rw [← neg_mul, ← h1, mul_assoc, hA]
    rw [e, neg_add_cancel]
  have pJ := pow_preserves
    ((cayleyStep_preserves_iff_defect J h).2 (by rw [hJA, smul_zero])) N
  have pS := pow_preserves
    ((cayleyStep_preserves_iff_defect S h).2 (by rw [hSA, smul_zero])) N
  refine ⟨pJ, fun x => ?_⟩
  generalize cayleyStep τ A ^ N = D at *
  conv_rhs => rw [← pS, ← Matrix.mulVec_mulVec, ← Matrix.mulVec_mulVec,
    Matrix.dotProduct_mulVec, Matrix.vecMul_transpose]
```

Both symmetry assumptions do work. The damped oscillator above has

\[
JA=\begin{pmatrix}1&\gamma\\0&1\end{pmatrix},
\]

which is not symmetric, and its step shrinks area. If antisymmetry of \(J\) is given up instead, the one-dimensional choice \(J=S=A=1\) still satisfies \(JA=S\). With \(\tau=1\) it gives \(C=3\), so one step multiplies both the form and the energy by 9.

The theorem treats a constant generator, a fixed step and exact arithmetic. It says nothing about the accuracy of the trajectory: a conserved energy is compatible with a growing phase error.

## The harmonic oscillator meets these conditions at every real step

For one position and one momentum, `planeForm` fixes the sign convention for \(J\).

```lean
/-- The symplectic form matrix for one position and one momentum. -/
def planeForm : Matrix (Fin 2) (Fin 2) ℝ := !![0, -1; 1, 0]
```

The oscillator has unit mass and angular frequency \(\omega\), with \(\dot q=p\) and \(\dot p=-\omega^2q\).

```lean
/-- The generator of the harmonic oscillator `q' = p`, `p' = -ω² q`. -/
def oscillator (ω : ℝ) : Matrix (Fin 2) (Fin 2) ℝ := !![0, 1; -ω ^ 2, 0]
```

Multiplication gives

\[
JA=\begin{pmatrix}0&-1\\1&0\end{pmatrix}\begin{pmatrix}0&1\\-\omega^2&0\end{pmatrix}
=\begin{pmatrix}\omega^2&0\\0&1\end{pmatrix}=S,
\]

so the energy is \(\tfrac12(\omega^2q^2+p^2)\). The backward half step is invertible because

\[
\det M=\det\begin{pmatrix}1&-s\\s\omega^2&1\end{pmatrix}=1+\frac{\tau^2\omega^2}{4}>0 .
\]

`hamiltonian_steps_witness` checks the three matrix identities entry by entry and then proves that this determinant is nonzero.

```lean
/-- The harmonic oscillator, with energy matrix `diag(ω², 1)`, meets the hypotheses of
`hamiltonian_steps` for every real time step. -/
theorem hamiltonian_steps_witness (ω τ : ℝ) :
    planeFormᵀ = -planeForm ∧
      (!![ω ^ 2, 0; 0, 1] : Matrix (Fin 2) (Fin 2) ℝ)ᵀ = !![ω ^ 2, 0; 0, 1] ∧
      planeForm * oscillator ω = !![ω ^ 2, 0; 0, 1] ∧
      IsUnit (1 - (τ / 2) • oscillator ω) := by
  refine ⟨?_, ?_, ?_, ?_⟩
  · ext i j
    fin_cases i <;> fin_cases j <;> simp [planeForm]
  · ext i j
    fin_cases i <;> fin_cases j <;> simp
  · ext i j
    fin_cases i <;> fin_cases j <;>
      simp [planeForm, oscillator, Matrix.mul_apply, Fin.sum_univ_succ]
  · have hd : (1 - (τ / 2) • oscillator ω).det = 1 + (τ * ω / 2) ^ 2 := by
      simp [Matrix.det_fin_two, oscillator]
      ring
    rw [Matrix.isUnit_iff_isUnit_det, isUnit_iff_ne_zero, hd]
    positivity
```

The conserved quantities also depend on the choice of scheme. Explicit Euler applies

\[
E=1+\tau A=\begin{pmatrix}1&\tau\\-\tau\omega^2&1\end{pmatrix}
\]

to the same oscillator. The diagonal entries of \(E^TJE\) vanish by antisymmetry. The upper right entry is \(-(1+\tau^2\omega^2)\), and the lower left entry is its negative. Hence

\[
E^TJE=(1+\tau^2\omega^2)J .
\]

Each Euler step enlarges phase-space area whenever \(\tau\omega\neq0\), although the system is Hamiltonian. The Lean proof writes out \(E\) and compares the four entries.

```lean
/-- One explicit Euler step of the harmonic oscillator multiplies the symplectic form by
`1 + τ²ω²`. -/
theorem euler_stretches_form (ω τ : ℝ) :
    (1 + τ • oscillator ω)ᵀ * planeForm * (1 + τ • oscillator ω)
      = (1 + τ ^ 2 * ω ^ 2) • planeForm := by
  -- write out the Euler update matrix
  have e : 1 + τ • oscillator ω = !![1, τ; -(τ * ω ^ 2), 1] := by
    ext i j
    fin_cases i <;> fin_cases j <;> simp [oscillator]
  rw [e]
  ext i j
  fin_cases i <;> fin_cases j <;>
    simp [planeForm, Matrix.mul_apply, Fin.sum_univ_two] <;> ring

end

end CayleySymplectic
```

```lean
#print axioms CayleySymplectic.eq_cayleyStep_iff_midpoint
#print axioms CayleySymplectic.cayleyStep_symplectic_iff
#print axioms CayleySymplectic.hamiltonian_steps
#print axioms CayleySymplectic.euler_stretches_form
```

```
'CayleySymplectic.eq_cayleyStep_iff_midpoint' depends on axioms: [propext, Classical.choice, Quot.sound]
'CayleySymplectic.cayleyStep_symplectic_iff' depends on axioms: [propext, Classical.choice, Quot.sound]
'CayleySymplectic.hamiltonian_steps' depends on axioms: [propext, Classical.choice, Quot.sound]
'CayleySymplectic.euler_stretches_form' depends on axioms: [propext, Classical.choice, Quot.sound]
```
